# Particle in a box: interval probabilities within $1/(n\pi)$ of the classical values, and the classical limit of position averages

Whether a particle in a highly excited box state is distributed like a classical particle bouncing between the walls depends on what is compared. Here the comparison is between integrals, namely probabilities of intervals and averages of functions of position, and not between densities point by point. The classical side is the uniform distribution on $[0,L]$: at constant speed, equal lengths take equal times. The identification of this distribution with the long-time average of the bouncing motion is physical input; Lean sees only the uniform average.

```lean
import Mathlib

open Filter MeasureTheory
open scoped Real Topology

namespace BoxCorrespondence

noncomputable section
```

## States and averages

For a box of length $L>0$ and quantum number $n\ge 1$, the wave function is
$$\psi_n(x)=\sqrt{2/L}\,\sin(n\pi x/L).$$
In Lean it is a real function on the whole line, so outside the box it continues as a sine, where the physical wave function is zero. The type `ℕ` also admits $n=0$, which gives the zero function; the finite-$n$ theorems that need a genuine state assume `n ≠ 0`.

```lean
/-- The function `√(2/L) sin(nπx/L)`; for `L > 0`, `n ≥ 1` and `0 ≤ x ≤ L` it is the wave function
of a particle in a box `[0, L]`. -/
def boxState (L : ℝ) (n : ℕ) (x : ℝ) : ℝ := √(2 / L) * Real.sin (n * π * x / L)
```

The probability of $[a,b]$ is $\int_a^b\psi_n^2\,dx$. The name `probability` is literally right only for $0\le a\le b\le L$, although the definition accepts any real endpoints.

```lean
/-- The integral of `boxState L n x ^ 2` from `a` to `b`; for `L > 0`, `n ≥ 1` and `0 ≤ a ≤ b ≤ L`
it is the probability of finding the particle in `[a, b]`. -/
def probability (L : ℝ) (n : ℕ) (a b : ℝ) : ℝ := ∫ x in a..b, boxState L n x ^ 2
```

A function $f$ of position has the quantum expectation $\langle f\rangle_n=\int_0^L f\,\psi_n^2\,dx$.

```lean
/-- The quantum expectation of a function `f` of position in the `n`-th box state, for `L > 0`,
`n ≥ 1` and `f` integrable against the density. -/
def expectation (L : ℝ) (n : ℕ) (f : ℝ → ℝ) : ℝ := ∫ x in (0 : ℝ)..L, f x * boxState L n x ^ 2
```

Its classical average is $\frac1L\int_0^L f\,dx$.

```lean
/-- The average of `f` over the uniform classical distribution on `[0, L]`, for `L > 0`. -/
def classicalAverage (L : ℝ) (f : ℝ → ℝ) : ℝ := (∫ x in (0 : ℝ)..L, f x) / L
```

## A uniform density minus an oscillation

With $\sin^2\theta=\tfrac12(1-\cos2\theta)$ and $\theta=n\pi x/L$,
$$\psi_n^2(x)=\frac2L\sin^2\frac{n\pi x}{L}=\frac1L\left(1-\cos\frac{2n\pi x}{L}\right).$$
The rewrite with `Real.sin_sq_eq_half_sub` is this half-angle formula.

```lean
/-- For `L > 0` the density is the uniform one, `1/L`, minus an oscillation `cos(2nπx/L)/L`. -/
theorem boxState_sq {L : ℝ} (hL : 0 < L) (n : ℕ) (x : ℝ) :
    boxState L n x ^ 2 = (1 - Real.cos (2 * (n * π * x / L))) / L := by
  rw [boxState, mul_pow, Real.sq_sqrt (by positivity), Real.sin_sq_eq_half_sub]
  ring
```

An antiderivative is $x/L-\sin(2n\pi x/L)/(2n\pi)$, since differentiating the sine brings down $2n\pi/L$. Hence
$$\int_a^b\psi_n^2\,dx=\frac{b-a}{L}-\frac{\sin(2n\pi b/L)-\sin(2n\pi a/L)}{2n\pi}.$$
In the proof, `hd` verifies the derivative, and the fundamental theorem of calculus then evaluates the integral.

```lean
/-- For `L > 0` and `n ≠ 0`, the integrated density is the classical value `(b - a)/L` minus
a difference of two sines divided by `2nπ`. -/
theorem probability_eq {L : ℝ} (hL : 0 < L) {n : ℕ} (hn : n ≠ 0) (a b : ℝ) :
    probability L n a b = (b - a) / L -
      (Real.sin (2 * (n * π * b / L)) - Real.sin (2 * (n * π * a / L))) / (2 * n * π) := by
  have hn' : (n : ℝ) ≠ 0 := Nat.cast_ne_zero.2 hn
  -- an explicit antiderivative of the density
  have hd : ∀ x : ℝ, HasDerivAt
      (fun y : ℝ => y / L - Real.sin (2 * (n * π * y / L)) / (2 * n * π))
      (boxState L n x ^ 2) x := by
    intro x
    have h1 : HasDerivAt (fun y : ℝ => 2 * (n * π * y / L)) (2 * (n * π / L)) x :=
      ((((hasDerivAt_id' x).const_mul ((n : ℝ) * π)).div_const L).const_mul 2).congr_deriv
        (by ring)
    have h2 : HasDerivAt (fun y : ℝ => Real.sin (2 * (n * π * y / L)))
        (Real.cos (2 * (n * π * x / L)) * (2 * (n * π / L))) x := h1.sin
    refine (((hasDerivAt_id' x).div_const L).fun_sub
      (h2.div_const (2 * n * π))).congr_deriv ?_
    rw [boxState_sq hL]
    generalize Real.cos (2 * (n * π * x / L)) = c
    have hc : c * (2 * (n * π / L)) / (2 * n * π) = c / L := by field_simp
    rw [hc]
    ring
  have hc : Continuous (fun x => boxState L n x ^ 2) := by
    unfold boxState
    fun_prop
  rw [probability, intervalIntegral.integral_eq_sub_of_hasDerivAt (fun x _ => hd x)
    (hc.intervalIntegrable a b)]
  ring
```

The function is the expected eigenstate. It vanishes at the walls because $\sin0=\sin n\pi=0$. Setting $a=0$, $b=L$ above removes both sines and gives total probability 1. Differentiating twice gives
$$\psi_n'=\sqrt{2/L}\,\frac{n\pi}{L}\cos\frac{n\pi x}{L},\qquad -\psi_n''=\left(\frac{n\pi}{L}\right)^2\psi_n.$$
The factor $\hbar^2/2m$, with $m$ the particle's mass, is left out; restoring it turns the eigenvalue into the energy.

```lean
/-- For `L > 0` and `n ≠ 0` the box state vanishes at both walls, is normalised, and satisfies
the stationary Schrödinger equation `-ψ'' = (nπ/L)² ψ`. -/
theorem boxState_eigenstate {L : ℝ} (hL : 0 < L) {n : ℕ} (hn : n ≠ 0) :
    boxState L n 0 = 0 ∧ boxState L n L = 0 ∧ probability L n 0 L = 1 ∧
      ∀ x, -deriv (deriv (boxState L n)) x = (n * π / L) ^ 2 * boxState L n x := by
  have hw : (n : ℝ) * π * L / L = n * π := mul_div_cancel_right₀ _ hL.ne'
  refine ⟨by simp [boxState], ?_, ?_, fun x => ?_⟩
  · rw [boxState, hw, Real.sin_nat_mul_pi, mul_zero]
  · rw [probability_eq hL hn, hw, Real.sin_two_mul, Real.sin_nat_mul_pi]
    simp [hL.ne']
  · have hθ : ∀ y : ℝ, HasDerivAt (fun z : ℝ => n * π * z / L) (n * π / L) y := fun y =>
      (((hasDerivAt_id' y).const_mul ((n : ℝ) * π)).div_const L).congr_deriv (by ring)
    have h1 : deriv (boxState L n) =
        fun y => √(2 / L) * (Real.cos (n * π * y / L) * (n * π / L)) :=
      funext fun y => ((hθ y).sin.const_mul (√(2 / L))).deriv
    have h2 := (((hθ x).cos.mul_const (n * π / L)).const_mul (√(2 / L))).deriv
    rw [h1, h2, boxState]
    ring
```

## The error for an interval

Two sines differ by at most 2, so
$$\left|\int_a^b\psi_n^2\,dx-\frac{b-a}{L}\right|\le\frac{2}{2n\pi}=\frac1{n\pi}.$$
For a single particle between infinitely high walls, this sets the resolution at which the position distribution looks classical: with wavelength $\lambda=2L/n$, the relative error for an interval of length $\ell$ inside the box is at most $\lambda/(2\pi\ell)$.

In Lean, `e` isolates the difference of sines, and the two `linarith` calls bound it from below and above.

```lean
/-- For `L > 0` and `n ≠ 0`, the integrated density from `a` to `b` differs from `(b - a)/L` by at
most `1/(nπ)`; for `0 ≤ a ≤ b ≤ L` these are the quantum and classical probabilities of `[a, b]`. -/
theorem probability_bound {L : ℝ} (hL : 0 < L) {n : ℕ} (hn : n ≠ 0) (a b : ℝ) :
    |probability L n a b - (b - a) / L| ≤ 1 / (n * π) := by
  have hn' : (0 : ℝ) < n := Nat.cast_pos.2 (Nat.pos_of_ne_zero hn)
  have hp : 0 < 2 * (n : ℝ) * π := by positivity
  have e : probability L n a b - (b - a) / L =
      (Real.sin (2 * (n * π * a / L)) - Real.sin (2 * (n * π * b / L))) / (2 * n * π) := by
    rw [probability_eq hL hn]
    ring
  have e2 : 1 / ((n : ℝ) * π) = 2 / (2 * n * π) := by field_simp
  rw [e, e2, abs_div, abs_of_pos hp]
  refine div_le_div_of_nonneg_right (abs_le.2 ⟨?_, ?_⟩) hp.le
  · linarith [Real.neg_one_le_sin (2 * (n * π * a / L)), Real.sin_le_one (2 * (n * π * b / L))]
  · linarith [Real.sin_le_one (2 * (n * π * a / L)), Real.neg_one_le_sin (2 * (n * π * b / L))]
```

The constant is attained for every $n\ge1$. Take $a=L/(4n)$ and $b=3L/(4n)$, which satisfies $b\le L$. The phases $2n\pi a/L$ and $2n\pi b/L$ are $\pi/2$ and $3\pi/2$, the sines are $1$ and $-1$, and the deviation is
$$\frac{1-(-1)}{2n\pi}=\frac1{n\pi}.$$
The facts `ha` and `hb` compute these phases.

```lean
/-- For `L > 0` and `n ≠ 0`, the interval from `L/(4n)` to `3L/(4n)` ends inside the box and
its probability deviates from the classical value by exactly `1/(nπ)`. -/
theorem probability_bound_sharp {L : ℝ} (hL : 0 < L) {n : ℕ} (hn : n ≠ 0) :
    3 * L / (4 * n) ≤ L ∧
      |probability L n (L / (4 * n)) (3 * L / (4 * n)) -
        (3 * L / (4 * n) - L / (4 * n)) / L| = 1 / (n * π) := by
  have h1n : (1 : ℝ) ≤ n := Nat.one_le_cast.2 (Nat.pos_of_ne_zero hn)
  have hn' : (0 : ℝ) < n := by linarith
  refine ⟨by rw [div_le_iff₀ (by positivity)]; nlinarith, ?_⟩
  -- the two sines take their extreme values
  have ha : 2 * (n * π * (L / (4 * n)) / L) = π / 2 := by
    field_simp
    ring
  have hb : 2 * (n * π * (3 * L / (4 * n)) / L) = π / 2 + π := by
    field_simp
    ring
  have e : probability L n (L / (4 * n)) (3 * L / (4 * n)) -
      (3 * L / (4 * n) - L / (4 * n)) / L = 1 / (n * π) := by
    rw [probability_eq hL hn, ha, hb, Real.sin_add_pi, Real.sin_pi_div_two]
    ring
  rw [e, abs_of_pos (by positivity)]
```

## Averaging away the oscillation

For a general $f$ one needs
$$\int_0^L f(x)\cos\frac{2n\pi x}{L}\,dx\to0.$$
If $f$ is continuously differentiable, integration by parts gives
$$\int_0^L f\cos\frac{2n\pi x}{L}\,dx=-\frac{L}{2n\pi}\int_0^L f'\sin\frac{2n\pi x}{L}\,dx,$$
because the sine vanishes at both walls, and the right side tends to zero. If $f$ is only integrable, choose a continuously differentiable $g$ with $\int_0^L|f-g|\,dx<\varepsilon$. Replacing $f$ by $g$ changes the integral by less than $\varepsilon$, for every $n$.

Lean takes this Riemann–Lebesgue lemma from Mathlib as `Real.tendsto_integral_exp_smul_cocompact`. It concerns integrals over the whole line of $e^{-2\pi i v w}F(v)$ as the frequency $w$ leaves every bounded set, which is what the filter `cocompact ℝ` expresses. Three adjustments fit it to the box: $F$ is $f$ inside the box and zero outside (`Set.indicator`), the frequencies are $w=n/L$, and the real part turns the exponential into the cosine. The lemma itself has no integrability hypothesis; `hf` is used when the real part is moved inside the integral.

```lean
/-- For `L > 0` and `f` integrable on the box, the integral of `f(x) cos(2nπx/L)` over the box tends
to zero as `n → ∞`. -/
theorem oscillation_tendsto_zero {L : ℝ} (hL : 0 < L) {f : ℝ → ℝ}
    (hf : IntervalIntegrable f volume 0 L) :
    Tendsto (fun n : ℕ => ∫ x in (0 : ℝ)..L, f x * Real.cos (2 * (n * π * x / L)))
      atTop (𝓝 0) := by
  let F : ℝ → ℂ := Set.indicator (Set.Ioc 0 L) (fun x => (f x : ℂ))
  have hw : Tendsto (fun n : ℕ => (n : ℝ) / L) atTop (cocompact ℝ) :=
    (tendsto_natCast_atTop_atTop.atTop_div_const hL).mono_right atTop_le_cocompact
  -- Riemann-Lebesgue lemma at the frequencies n / L, then the real part
  have h := (Complex.continuous_re.tendsto 0).comp
    ((Real.tendsto_integral_exp_smul_cocompact F).comp hw)
  rw [Complex.zero_re] at h
  refine h.congr fun n => ?_
  let g : ℝ → ℂ := fun v => Complex.exp (((-(2 * (n * π * v / L)) : ℝ) : ℂ) * Complex.I) * (f v : ℂ)
  have e : (fun v : ℝ => Real.fourierChar (-(v * ((n : ℝ) / L))) • F v) =
      Set.indicator (Set.Ioc 0 L) g := by
    funext v
    by_cases hv : v ∈ Set.Ioc 0 L
    · have hphase : 2 * π * -(v * ((n : ℝ) / L)) = -(2 * (n * π * v / L)) := by ring
      simp only [F, g, Set.indicator_of_mem hv]
      rw [Circle.smul_def, Real.fourierChar_apply, smul_eq_mul, hphase]
    · simp only [F, Set.indicator_of_notMem hv, smul_zero]
  have hfc : IntervalIntegrable (fun x => (f x : ℂ)) volume 0 L :=
    ⟨MeasureTheory.Integrable.ofReal hf.1, MeasureTheory.Integrable.ofReal hf.2⟩
  have hg : IntervalIntegrable g volume 0 L :=
    hfc.continuousOn_mul (Continuous.continuousOn (by fun_prop))
  change (∫ v : ℝ, Real.fourierChar (-(v * ((n : ℝ) / L))) • F v).re = _
  rw [e, integral_indicator measurableSet_Ioc, ← intervalIntegral.integral_of_le hL.le]
  refine (Complex.reCLM.intervalIntegral_comp_comm hg).symm.trans
    (intervalIntegral.integral_congr fun x _ => ?_)
  simp only [g, Complex.reCLM_apply, Complex.re_mul_ofReal, Complex.exp_ofReal_mul_I_re,
    Real.cos_neg]
  ring
```

Inserting the density into the expectation gives
$$\langle f\rangle_n=\frac1L\int_0^L f\,dx-\frac1L\int_0^L f\cos\frac{2n\pi x}{L}\,dx\;\longrightarrow\;\frac1L\int_0^L f\,dx.$$
The hypothesis `IntervalIntegrable f volume 0 L` says that $f$ is integrable on the box, and `Tendsto … atTop (𝓝 …)` is the limit $n\to\infty$. No rate is stated for general $f$.

```lean
/-- Classical limit of position averages: for `L > 0` and every `f` integrable on `[0, L]`, the
quantum expectation of `f` tends to its uniform classical average as `n → ∞`. -/
theorem expectation_tendsto {L : ℝ} (hL : 0 < L) {f : ℝ → ℝ}
    (hf : IntervalIntegrable f volume 0 L) :
    Tendsto (fun n : ℕ => expectation L n f) atTop (𝓝 (classicalAverage L f)) := by
  have h := (tendsto_const_nhds (x := classicalAverage L f)).sub
    ((oscillation_tendsto_zero hL hf).div_const L)
  rw [zero_div, sub_zero] at h
  refine h.congr fun n => ?_
  -- split the density into its uniform and oscillating parts
  have hfc : IntervalIntegrable (fun x => f x * Real.cos (2 * (n * π * x / L))) volume 0 L :=
    hf.mul_continuousOn (Continuous.continuousOn (by fun_prop))
  rw [classicalAverage, expectation, ← sub_div, ← intervalIntegral.integral_sub hf hfc,
    ← intervalIntegral.integral_div]
  refine intervalIntegral.integral_congr fun x _ => ?_
  simp only [boxState_sq hL]
  ring
```

A finite expectation in every state would not suffice in place of integrability. Take $f(x)=1/x$. With $u=2n\pi x/L$,
$$\langle f\rangle_n=\frac1L\int_0^{2\pi n}\frac{1-\cos u}{u}\,du\ge\frac1L\sum_{j=1}^n\frac1j,$$
since the $j$-th period contributes at least $2\pi/(2\pi j)$. Each expectation is finite, but the sequence tends to $+\infty$; the classical average of $1/x$ is infinite as well, so there is no finite limit to reach.

A function continuous on the closed interval $[0,L]$ is integrable there, so the limit applies to it.

```lean
/-- For `L > 0` and every `f` continuous on `[0, L]`, the quantum expectation of `f` tends to
its uniform classical average as `n → ∞`. -/
theorem expectation_tendsto_of_continuousOn {L : ℝ} (hL : 0 < L) {f : ℝ → ℝ}
    (hf : ContinuousOn f (Set.Icc 0 L)) :
    Tendsto (fun n : ℕ => expectation L n f) atTop (𝓝 (classicalAverage L f)) :=
  expectation_tendsto hL (hf.intervalIntegrable_of_Icc hL.le)
```

For $f(x)=x^k$ with $k=0,1,2,\dots$, the classical average is
$$\frac1L\int_0^L x^k\,dx=\frac{L^k}{k+1}.$$
The mean position therefore tends to $L/2$ and the mean square to $L^2/3$.

```lean
/-- For `L > 0` the `k`-th moment of position tends to `L ^ k / (k + 1)` as `n → ∞`. -/
theorem moment_tendsto {L : ℝ} (hL : 0 < L) (k : ℕ) :
    Tendsto (fun n : ℕ => expectation L n (fun x => x ^ k)) atTop (𝓝 (L ^ k / (k + 1))) := by
  have e : classicalAverage L (fun x => x ^ k) = L ^ k / (k + 1) := by
    rw [classicalAverage, integral_pow, zero_pow (Nat.succ_ne_zero k), sub_zero, pow_succ]
    field_simp
  rw [← e]
  exact expectation_tendsto_of_continuousOn hL (continuous_pow k).continuousOn
```

## No limit at the centre

The density itself does not settle down at every point. At $x=L/2$,
$$\psi_n^2(L/2)=\frac{1-\cos n\pi}{L}=\frac{1-(-1)^n}{L},$$
which is $0$ for even $n$ and $2/L$ for odd $n$. A limit $c$ would have to equal both values. Lean evaluates the density in `key`, follows the subsequences $2k$ and $2k+1$, and obtains the contradiction from uniqueness of limits.

```lean
/-- For `L > 0` the probability density at the centre of the box has no limit as `n → ∞`. -/
theorem density_center_no_limit {L : ℝ} (hL : 0 < L) :
    ¬ ∃ c, Tendsto (fun n : ℕ => boxState L n (L / 2) ^ 2) atTop (𝓝 c) := by
  rintro ⟨c, h⟩
  have key : ∀ n : ℕ, boxState L n (L / 2) ^ 2 = (1 - (-1) ^ n) / L := by
    intro n
    have hθ : 2 * (n * π * (L / 2) / L) = n * π := by field_simp
    rw [boxState_sq hL, hθ, Real.cos_nat_mul_pi]
  have t0 : Tendsto (fun k : ℕ => 2 * k) atTop atTop :=
    StrictMono.tendsto_atTop fun a b hab => by omega
  have t1 : Tendsto (fun k : ℕ => 2 * k + 1) atTop atTop :=
    StrictMono.tendsto_atTop fun a b hab => by omega
  -- at the centre the density is 0 for even n and 2 / L for odd n
  have c0 : c = 0 := tendsto_nhds_unique (h.comp t0) (tendsto_const_nhds.congr fun k => by
    change (0 : ℝ) = boxState L (2 * k) (L / 2) ^ 2
    rw [key, pow_mul]
    norm_num)
  have c1 : c = 2 / L := tendsto_nhds_unique (h.comp t1) (tendsto_const_nhds.congr fun k => by
    change 2 / L = boxState L (2 * k + 1) (L / 2) ^ 2
    rw [key, pow_succ, pow_mul]
    norm_num)
  have hpos : 0 < 2 / L := by positivity
  linarith

end

end BoxCorrespondence
```

```lean
#print axioms BoxCorrespondence.probability_bound
#print axioms BoxCorrespondence.probability_bound_sharp
#print axioms BoxCorrespondence.moment_tendsto
#print axioms BoxCorrespondence.density_center_no_limit
```

```
'BoxCorrespondence.probability_bound' depends on axioms: [propext, Classical.choice, Quot.sound]
'BoxCorrespondence.probability_bound_sharp' depends on axioms: [propext, Classical.choice, Quot.sound]
'BoxCorrespondence.moment_tendsto' depends on axioms: [propext, Classical.choice, Quot.sound]
'BoxCorrespondence.density_center_no_limit' depends on axioms: [propext, Classical.choice, Quot.sound]
```
